# Closed form of the exponentially weighted radial integral of (r + s)⁵ − |r − s|⁵

For a fixed radius r > 0 and decay constant L > 0, the theorem evaluates the integral over s from 0 to ∞ of s·exp(−Ls)·((r + s)⁵ − |r − s|⁵) in closed form. A difference of fifth powers like this arises when the cube of the distance between two points at radii r and s is averaged over directions; the statement itself concerns only the radial integral, with no normalising factor for the exponential. The proof writes the integrand as a polynomial times exp(−Ls), minus a correction that is non-zero only for s > r. It expresses the correction through a shifted function `g`, which vanishes for non-positive arguments, and evaluates both parts by the moments of an exponential.

As first written in Lean, the proof fails:

```lean
import Mathlib

open MeasureTheory Set

namespace IntegralSecondRadius

noncomputable section

/-- The moments of an exponential with decay constant `L > 0`. -/
theorem integral_pow_exp {L : ℝ} (hL : 0 < L) (n : ℕ) :
    ∫ x in Ioi (0 : ℝ), x ^ n * Real.exp (-(L * x)) = n.factorial / L ^ (n + 1) := by
  have h := Real.integral_rpow_mul_exp_neg_mul_Ioi (a := (n : ℝ) + 1) (r := L)
    (by positivity) hL
  rw [Real.Gamma_nat_eq_factorial] at h
  simp only [add_sub_cancel_right, Real.rpow_natCast] at h
  rw [h, ← Nat.cast_succ, Real.rpow_natCast, one_div, inv_pow, div_eq_mul_inv, mul_comm]

/-- For `L > 0`, a polynomial of three terms times `exp(-L x)` is integrable over the positive
half-line, and its integral is the corresponding combination of exponential moments. -/
lemma trinomial {L : ℝ} (hL : 0 < L) (a b c : ℝ) (i j k : ℕ) :
    Integrable (fun x : ℝ => (a * x ^ i + b * x ^ j + c * x ^ k) * Real.exp (-(L * x)))
      (volume.restrict (Ioi 0)) ∧
    ∫ x in Ioi (0 : ℝ), (a * x ^ i + b * x ^ j + c * x ^ k) * Real.exp (-(L * x)) =
      a * (i.factorial / L ^ (i + 1)) + b * (j.factorial / L ^ (j + 1)) +
        c * (k.factorial / L ^ (k + 1)) := by
  have hi : ∀ n : ℕ, Integrable (fun x : ℝ => x ^ n * Real.exp (-(L * x)))
      (volume.restrict (Ioi 0)) := by
    intro n
    by_contra h
    have h0 : ∫ x in Ioi (0 : ℝ), x ^ n * Real.exp (-(L * x)) = 0 := integral_undef h
    rw [integral_pow_exp hL n] at h0
    have h1 : (n.factorial : ℝ) / L ^ (n + 1) ≠ 0 := by positivity
    exact h1 h0
  have e : (fun x : ℝ => (a * x ^ i + b * x ^ j + c * x ^ k) * Real.exp (-(L * x))) =
      fun x => a * (x ^ i * Real.exp (-(L * x))) + b * (x ^ j * Real.exp (-(L * x))) +
        c * (x ^ k * Real.exp (-(L * x))) := by
    funext x
    ring
  have hab : Integrable (fun x : ℝ => a * (x ^ i * Real.exp (-(L * x))) +
      b * (x ^ j * Real.exp (-(L * x)))) (volume.restrict (Ioi 0)) :=
    ((hi i).const_mul a).add ((hi j).const_mul b)
  rw [e]
  refine ⟨hab.add ((hi k).const_mul c), ?_⟩
  rw [integral_add hab ((hi k).const_mul c),
    integral_add ((hi i).const_mul a) ((hi j).const_mul b), integral_const_mul,
    integral_const_mul, integral_const_mul, integral_pow_exp hL, integral_pow_exp hL,
    integral_pow_exp hL]

/-- The integral over the second radius, for a fixed first radius `r > 0` and `L > 0`. -/
theorem integral_second_radius {L r : ℝ} (hL : 0 < L) (hr : 0 < r) :
    ∫ s in Ioi (0 : ℝ), s * Real.exp (-(L * s)) * ((r + s) ^ 5 - |r - s| ^ 5) =
      20 * r ^ 4 / L ^ 3 + 480 * r ^ 2 / L ^ 5 + 1440 / L ^ 7 -
        Real.exp (-(L * r)) * (1440 / L ^ 7 + 240 * r / L ^ 6) := by
  obtain ⟨hA, iA⟩ := trinomial hL (10 * r ^ 4) (20 * r ^ 2) 2 2 4 6
  obtain ⟨hB, iB⟩ := trinomial hL 1 r 0 6 5 0
  -- `g (s - r)` is the correction from the region `s > r`
  obtain ⟨g, hg⟩ : ∃ g : ℝ → ℝ, g = indicator (Ioi 0)
      (fun t => (1 * t ^ 6 + r * t ^ 5 + 0 * t ^ 0) * Real.exp (-(L * t))) := ⟨_, rfl⟩
  have gpos : ∀ t, 0 < t →
      g t = (1 * t ^ 6 + r * t ^ 5 + 0 * t ^ 0) * Real.exp (-(L * t)) := by
    intro t ht
    rw [hg]
    exact indicator_of_mem ht _
  have gneg : ∀ t, t ≤ 0 → g t = 0 := by
    intro t ht
    rw [hg, indicator_apply, if_neg (fun h => not_lt_of_ge ht h)]
  have gint : Integrable g := by
    rw [hg]
    exact (integrable_indicator_iff measurableSet_Ioi).2 hB
  have hG : Integrable (fun s => g (s - r)) (volume.restrict (Ioi 0)) :=
    (gint.comp_sub_right r).integrableOn
  have hz : ∀ s, s ∉ Ioi (0 : ℝ) → g (s - r) = 0 := by
    intro s hs
    have h0 : s ≤ 0 := not_lt.1 hs
    exact gneg _ (by linarith)
  have iG : ∫ s in Ioi (0 : ℝ), g (s - r) = ∫ t, g t := by
    rw [setIntegral_eq_integral_of_forall_compl_eq_zero hz, integral_sub_right_eq_self g r]
  have key : ∀ s : ℝ, s * Real.exp (-(L * s)) * ((r + s) ^ 5 - |r - s| ^ 5) =
      (10 * r ^ 4 * s ^ 2 + 20 * r ^ 2 * s ^ 4 + 2 * s ^ 6) * Real.exp (-(L * s)) -
        2 * Real.exp (-(L * r)) * g (s - r) := by
    intro s
    by_cases h : r < s
    · have he : Real.exp (-(L * s)) = Real.exp (-(L * r)) * Real.exp (-(L * (s - r))) := by
        rw [← Real.exp_add]
        congr 1
        ring
      rw [gpos (s - r) (sub_pos.2 h), abs_of_neg (sub_neg.2 h), he]
      ring
    · rw [gneg (s - r) (by linarith), abs_of_nonneg (show 0 ≤ r - s by linarith)]
      ring
  simp_rw [key]
  rw [integral_sub hA (hG.const_mul _), integral_const_mul, iA, iG, hg,
    integral_indicator measurableSet_Ioi, iB]
  simp only [Nat.factorial]
  push_cast
  ring

end

end IntegralSecondRadius
```

The error:

```
Main.lean:66:29: error: Tactic `rewrite` failed: Did not find an occurrence of the pattern
  if 0 < t then ?m.637 else ?m.638
in the target expression
  (if t ∈ Ioi 0 then (1 * t ^ 6 + r * t ^ 5 + 0 * t ^ 0) * Real.exp (-(L * t)) else 0) = 0

L r : ℝ
hL : 0 < L
hr : 0 < r
hA :
  Integrable (fun x => (10 * r ^ 4 * x ^ 2 + 20 * r ^ 2 * x ^ 4 + 2 * x ^ 6) * Real.exp (-(L * x)))
    (volume.restrict (Ioi 0))
iA :
  ∫ (x : ℝ) in Ioi 0, (10 * r ^ 4 * x ^ 2 + 20 * r ^ 2 * x ^ 4 + 2 * x ^ 6) * Real.exp (-(L * x)) =
    10 * r ^ 4 * (↑(Nat.factorial 2) / L ^ (2 + 1)) + 20 * r ^ 2 * (↑(Nat.factorial 4) / L ^ (4 + 1)) +
      2 * (↑(Nat.factorial 6) / L ^ (6 + 1))
hB : Integrable (fun x => (1 * x ^ 6 + r * x ^ 5 + 0 * x ^ 0) * Real.exp (-(L * x))) (volume.restrict (Ioi 0))
iB :
  ∫ (x : ℝ) in Ioi 0, (1 * x ^ 6 + r * x ^ 5 + 0 * x ^ 0) * Real.exp (-(L * x)) =
    1 * (↑(Nat.factorial 6) / L ^ (6 + 1)) + r * (↑(Nat.factorial 5) / L ^ (5 + 1)) +
      0 * (↑(Nat.factorial 0) / L ^ (0 + 1))
g : ℝ → ℝ
hg : g = (Ioi 0).indicator fun t => (1 * t ^ 6 + r * t ^ 5 + 0 * t ^ 0) * Real.exp (-(L * t))
gpos : ∀ (t : ℝ), 0 < t → g t = (1 * t ^ 6 + r * t ^ 5 + 0 * t ^ 0) * Real.exp (-(L * t))
t : ℝ
ht : t ≤ 0
⊢ (if t ∈ Ioi 0 then (1 * t ^ 6 + r * t ^ 5 + 0 * t ^ 0) * Real.exp (-(L * t)) else 0) = 0
```

The repair, with which the file compiles:

```diff
@@ -54,5 +54,5 @@
   obtain ⟨hA, iA⟩ := trinomial hL (10 * r ^ 4) (20 * r ^ 2) 2 2 4 6
   obtain ⟨hB, iB⟩ := trinomial hL 1 r 0 6 5 0
-  -- `g (s - r)` is the correction from the region `s > r`
+  -- `-2 * exp(-L r) * g (s - r)` is the correction from the region `s > r`
   obtain ⟨g, hg⟩ : ∃ g : ℝ → ℝ, g = indicator (Ioi 0)
       (fun t => (1 * t ^ 6 + r * t ^ 5 + 0 * t ^ 0) * Real.exp (-(L * t))) := ⟨_, rfl⟩
@@ -64,5 +64,5 @@
   have gneg : ∀ t, t ≤ 0 → g t = 0 := by
     intro t ht
-    rw [hg, indicator_apply, if_neg (fun h => not_lt_of_ge ht h)]
+    rw [hg, indicator_apply, if_neg (fun h : t ∈ Ioi (0 : ℝ) => not_lt_of_ge ht h)]
   have gint : Integrable g := by
     rw [hg]
```

Diagnosis. The one error is in the proof of `gneg`, that `g t = 0` when `t ≤ 0`. After `indicator_apply`, the goal contains an `if` whose condition is `t ∈ Ioi 0`. The function given to `if_neg` did not state the type of `h`, so Lean inferred it from `not_lt_of_ge ht h` as `0 < t`. The rewrite therefore looked for `if 0 < t then … else …` and found no such expression. The two conditions are equal by definition, but the pattern search of `rw` does not unfold the set membership to see this.

The repair annotates `h` as `t ∈ Ioi (0 : ℝ)`, so the pattern has the same condition as the goal. The body `not_lt_of_ge ht h` can stay as it is, because Lean does unfold the membership when checking that `h` serves as a proof of `0 < t`.

The other change only corrects a comment, adding the factor −2 exp(−Lr) that multiplies `g (s - r)` in the correction; it has no effect on compilation.
